# For one particle-hole excitation with positive gap and coupling, the correlation part of the full-coupling interaction energy lies below the RPA correlation energy

## Two negative energies that disagree

Let D > 0 be the gap of a single particle-hole excitation, and let K > 0 be its coupling to itself through the electron repulsion. The random-phase approximation (RPA) gives the excitation energy O and the correlation energy E:

O = √(D² + 2DK)

E = (O − D − K)/2

I also computed the correlation part of the interaction energy from the RPA amplitudes at full coupling, and found

U = K(D/O − 1)/2.

I expected U to equal E, but for D = 1 and K = 15/2 I get E = −2.25 and U = −2.8125. Have I lost a factor somewhere? If not, what is the missing energy, and does it always have the same sign?

## The difference is the kinetic correlation energy, and it is positive

Both of your numbers are right. U contains only the interaction. In density-functional theory the correlation energy is the sum of an interaction part and a kinetic part, so E also contains the kinetic energy that the system pays to correlate. For all D, K > 0,

U < E < 0

E − U = D(D + K − O)/(2O).

In electronic-structure terms, using the full-coupling value in place of the average over coupling strengths makes the correlation energy too negative, at least for a single excitation whose gap stays fixed.

### From the amplitudes to the two energies

Scale the coupling to lK, with l running from 0 (no interaction) to 1 (full interaction), and keep D fixed. Write O(l) = √(D² + 2DlK). The RPA equations for the amplitudes X and Y at energy w are

(D + lK)X + lK Y = wX

lK X + (D + lK)Y = −wY

with X² − Y² = 1. Subtracting and adding them gives

D(X − Y) = w(X + Y)

(D + 2lK)(X + Y) = w(X − Y).

Multiply the first by X + Y and the second by X − Y. Since (X + Y)(X − Y) = 1,

w(X + Y)² = D

w(X − Y)² = D + 2lK.

The first line forces w > 0. The product of the two lines is w² = D² + 2DlK, so w = O(l) and (X + Y)² = D/O(l). This is the density fluctuation, which equals 1 without coupling. Its excess over 1, times K/2, is the interaction energy

U(l) = K(D/O(l) − 1)/2,

and your U is U(1). The correlation energy at strength l is E(l) = (O(l) − D − lK)/2. Since the derivative of O(l) is DK/O(l),

dE(l)/dl = (DK/O(l) − K)/2 = U(l).

With E(0) = 0, integration gives E = ∫₀¹ U(l) dl. So E is the average of U(l) over the coupling strength, and U is only its endpoint value.

For the signs, compare squares:

D² < D² + 2DK < (D + K)²

Hence D < O < D + K, and E < 0 follows. For the difference, put everything over 2O and use O² = D² + 2DK:

E − U = (O² − DO − DK)/(2O) = D(D + K − O)/(2O)

This is positive because O < D + K. Also, (O − D)² = 2D(D + K − O), so

E − U = (O − D)²/(4O).

For your numbers O = 4, and the difference is 9/16 = 0.5625.

### The weak-coupling limit

For K much smaller than D, expanding the square root gives, to second order in K,

E ≈ −K²/(4D)

U ≈ −K²/(2D)

E − U ≈ K²/(4D).

The interaction energy is then twice the correlation energy, and the kinetic part gives half of it back. At K = 0 all three vanish, so the strict inequalities do not extend to K ≥ 0. This expansion is an addition to what the Lean file below proves.

### The Lean file

```lean
import Mathlib

open Set

namespace RPACouplingEnergy

noncomputable section

/-- The RPA excitation energy of a single particle-hole excitation with gap `D` and
coupling `K`, for `D > 0` and `K ≥ 0`. -/
def excitationEnergy (D K : ℝ) : ℝ := √(D ^ 2 + 2 * D * K)

/-- The RPA correlation energy: half the difference between the RPA excitation energy
and the diagonal element `D + K`. -/
def correlationEnergy (D K : ℝ) : ℝ := (excitationEnergy D K - D - K) / 2

/-- The correlation part of the interaction energy for the full coupling `K`, evaluated in the
system with coupling `l * K`. The domain is `D > 0`, `K ≥ 0`, `l ≥ 0`, where the excitation energy
is not zero. -/
def interactionEnergy (D K l : ℝ) : ℝ := K * (D / excitationEnergy D (l * K) - 1) / 2

/-- The amplitudes `X`, `Y` solve the RPA equations with `A = D + K` and `B = K` at the
energy `w`, with the normalisation `X ^ 2 - Y ^ 2 = 1`. -/
def IsRPAMode (D K w X Y : ℝ) : Prop :=
  (D + K) * X + K * Y = w * X ∧ K * X + (D + K) * Y = -w * Y ∧ X ^ 2 - Y ^ 2 = 1

/-- For a positive gap, a normalised RPA mode has the energy `excitationEnergy D K`, and its
density fluctuation `(X + Y) ^ 2` is the ratio of the gap to that energy. -/
theorem rpaMode_energy_and_fluctuation {D K w X Y : ℝ} (hD : 0 < D)
    (h : IsRPAMode D K w X Y) :
    w = excitationEnergy D K ∧ (X + Y) ^ 2 = D / excitationEnergy D K := by
  obtain ⟨e1, e2, e3⟩ := h
  -- the difference and the sum of the two RPA equations
  have h1 : w * (X + Y) ^ 2 = D := by
    linear_combination (-(X + Y)) * e1 + (X + Y) * e2 + D * e3
  have h2 : w * (X - Y) ^ 2 = D + 2 * K := by
    linear_combination (-(X - Y)) * e1 - (X - Y) * e2 + (D + 2 * K) * e3
  have hw : 0 < w := by
    by_contra hn
    nlinarith [mul_nonneg (neg_nonneg.2 (not_lt.1 hn)) (sq_nonneg (X + Y))]
  -- their product gives the squared excitation energy
  have hsq : w ^ 2 = D ^ 2 + 2 * D * K := by
    linear_combination w * (X - Y) ^ 2 * h1 + D * h2 - w ^ 2 * (X ^ 2 - Y ^ 2 + 1) * e3
  have hfreq : w = excitationEnergy D K := by
    unfold excitationEnergy
    rw [← hsq, Real.sqrt_sq hw.le]
  refine ⟨hfreq, ?_⟩
  rw [← hfreq, eq_div_iff hw.ne']
  linear_combination h1

/-- With gap `1` and coupling `15/2`, the amplitudes `5/4` and `-3/4` form a normalised RPA
mode of energy `4`. -/
theorem rpaMode_witness : IsRPAMode 1 (15 / 2) 4 (5 / 4) (-3 / 4) := by
  unfold IsRPAMode
  norm_num

/-- For a positive gap, the interaction energy at coupling strength `l` is `K / 2` times the
excess of the density fluctuation of the RPA mode over the value one. -/
theorem interactionEnergy_eq_fluctuation {D K l w X Y : ℝ} (hD : 0 < D)
    (h : IsRPAMode D (l * K) w X Y) :
    interactionEnergy D K l = K / 2 * ((X + Y) ^ 2 - 1) := by
  rw [(rpaMode_energy_and_fluctuation hD h).2]
  unfold interactionEnergy
  ring

/-- For positive gap and coupling, the RPA excitation energy lies strictly between `D` and
`D + K`. -/
theorem excitationEnergy_bounds {D K : ℝ} (hD : 0 < D) (hK : 0 < K) :
    D < excitationEnergy D K ∧ excitationEnergy D K < D + K := by
  unfold excitationEnergy
  constructor
  · exact Real.lt_sqrt_of_sq_lt (by nlinarith [mul_pos hD hK])
  · exact (Real.sqrt_lt' (by linarith)).2 (by nlinarith [pow_pos hK 2])

/-- For `D > 0`, `K ≥ 0` and `l ≥ 0`, the derivative of the correlation energy with respect to
the coupling strength `l` is the interaction energy at that strength. -/
theorem hasDerivAt_correlationEnergy {D K l : ℝ} (hD : 0 < D) (hK : 0 ≤ K) (hl : 0 ≤ l) :
    HasDerivAt (fun t : ℝ => correlationEnergy D (t * K)) (interactionEnergy D K l) l := by
  have hpos : 0 < D ^ 2 + 2 * D * (l * K) := by positivity
  have hin : HasDerivAt (fun t : ℝ => D ^ 2 + 2 * D * (t * K)) (2 * D * K) l := by
    have h := (((hasDerivAt_id' l).mul_const K).const_mul (2 * D)).const_add (D ^ 2)
    exact h.congr_deriv (by ring)
  have hs := hin.sqrt hpos.ne'
  have h := ((hs.sub_const D).fun_sub ((hasDerivAt_id' l).mul_const K)).div_const 2
  unfold interactionEnergy correlationEnergy excitationEnergy
  exact h.congr_deriv (by ring)

/-- Adiabatic connection: for `D > 0` and `K ≥ 0`, the interaction energy integrated over the
coupling strength from zero to one is the RPA correlation energy. -/
theorem integral_interactionEnergy {D K : ℝ} (hD : 0 < D) (hK : 0 ≤ K) :
    ∫ l in (0 : ℝ)..1, interactionEnergy D K l = correlationEnergy D K := by
  have hnn : ∀ l ∈ uIcc (0 : ℝ) 1, 0 ≤ l := by
    intro l hl
    rw [uIcc_of_le zero_le_one] at hl
    exact hl.1
  -- the integrand is continuous because the excitation energy never vanishes
  have hc : ContinuousOn (fun l => interactionEnergy D K l) (uIcc (0 : ℝ) 1) := by
    intro l hl
    have hl0 := hnn l hl
    have hpos : 0 < D ^ 2 + 2 * D * (l * K) := by positivity
    have hs : ContinuousAt (fun t : ℝ => √(D ^ 2 + 2 * D * (t * K))) l := by fun_prop
    apply ContinuousAt.continuousWithinAt
    show ContinuousAt (fun t : ℝ => K * (D / √(D ^ 2 + 2 * D * (t * K)) - 1) / 2) l
    exact (continuousAt_const.mul ((continuousAt_const.div hs
      (Real.sqrt_pos.2 hpos).ne').sub continuousAt_const)).div_const 2
  rw [intervalIntegral.integral_eq_sub_of_hasDerivAt
    (f := fun t : ℝ => correlationEnergy D (t * K))
    (fun l hl => hasDerivAt_correlationEnergy hD hK (hnn l hl)) hc.intervalIntegrable]
  simp [correlationEnergy, excitationEnergy, Real.sqrt_sq hD.le]

/-- For positive gap and coupling, the interaction energy at full coupling lies strictly below the
RPA correlation energy, which is negative. The correlation energy minus the interaction energy is
`D (D + K - O) / (2 O)` with `O` the RPA excitation energy. -/
theorem interaction_lt_correlation_lt_zero {D K : ℝ} (hD : 0 < D) (hK : 0 < K) :
    interactionEnergy D K 1 < correlationEnergy D K ∧ correlationEnergy D K < 0 ∧
      correlationEnergy D K - interactionEnergy D K 1 =
        D * (D + K - excitationEnergy D K) / (2 * excitationEnergy D K) := by
  obtain ⟨hlow, hup⟩ := excitationEnergy_bounds hD hK
  have hsq : excitationEnergy D K ^ 2 = D ^ 2 + 2 * D * K := Real.sq_sqrt (by positivity)
  unfold interactionEnergy correlationEnergy
  rw [one_mul]
  generalize excitationEnergy D K = o at *
  have ho : 0 < o := hD.trans hlow
  have hdo : D / o * o = D := div_mul_cancel₀ D ho.ne'
  have hkin : (o - D - K) / 2 - K * (D / o - 1) / 2 = D * (D + K - o) / (2 * o) := by
    rw [eq_div_iff (by positivity)]
    linear_combination hsq - K * hdo
  -- the difference is positive because the excitation energy is below `D + K`
  have hpos : 0 < D * (D + K - o) / (2 * o) :=
    div_pos (mul_pos hD (by linarith)) (by linarith)
  exact ⟨by linarith, by linarith, hkin⟩

/-- For positive gap and coupling, the RPA correlation energy minus the interaction energy at full
coupling is the squared shift of the excitation energy from the gap, divided by four times the
excitation energy. -/
theorem kineticCorrelation_eq_sq {D K : ℝ} (hD : 0 < D) (hK : 0 < K) :
    correlationEnergy D K - interactionEnergy D K 1 =
      (excitationEnergy D K - D) ^ 2 / (4 * excitationEnergy D K) := by
  have hsq : excitationEnergy D K ^ 2 = D ^ 2 + 2 * D * K := Real.sq_sqrt (by positivity)
  have ho : 0 < excitationEnergy D K := hD.trans (excitationEnergy_bounds hD hK).1
  rw [(interaction_lt_correlation_lt_zero hD hK).2.2,
    div_eq_div_iff (by positivity) (by positivity)]
  linear_combination (-2 * excitationEnergy D K) * hsq

end

end RPACouplingEnergy
```

```lean
#print axioms RPACouplingEnergy.interactionEnergy_eq_fluctuation
-- 'RPACouplingEnergy.interactionEnergy_eq_fluctuation' depends on axioms: [propext, Classical.choice, Quot.sound]
#print axioms RPACouplingEnergy.integral_interactionEnergy
-- 'RPACouplingEnergy.integral_interactionEnergy' depends on axioms: [propext, Classical.choice, Quot.sound]
#print axioms RPACouplingEnergy.interaction_lt_correlation_lt_zero
-- 'RPACouplingEnergy.interaction_lt_correlation_lt_zero' depends on axioms: [propext, Classical.choice, Quot.sound]
#print axioms RPACouplingEnergy.kineticCorrelation_eq_sq
-- 'RPACouplingEnergy.kineticCorrelation_eq_sq' depends on axioms: [propext, Classical.choice, Quot.sound]
```

### What the theorems say about the physics

All quantities are real numbers. `excitationEnergy D K` is O, often written Ω in textbooks, and the coupling strength `l` is the usual λ. The RPA matrices A and B have shrunk to the numbers D + K and K. This is the direct RPA, without exchange in the coupling, and any spin factor is absorbed into K.

`interactionEnergy D K l` is U(l). The name is narrower than usual: it means only the correlation part, without the Hartree and exchange energies. The full K stands in front, while the excitation energy inside is taken at `l * K`.

`IsRPAMode D K w X Y` says that X and Y solve the RPA equations at energy w with the normalisation above. `rpaMode_energy_and_fluctuation` and `interactionEnergy_eq_fluctuation` hold for any such mode. Existence is shown for one case, your D = 1 and K = 15/2, where `rpaMode_witness` gives X = 5/4, Y = −3/4 and w = 4.

`integral_interactionEnergy` is the adiabatic connection for this one excitation. In density-functional theory the electron density is held fixed along the path; here that condition is represented by a gap D that does not change with l.

`interaction_lt_correlation_lt_zero` is the answer to your question. Its hypotheses are `0 < D`, a reference with a positive gap, and `0 < K`, a repulsive coupling. Its three parts are U < E, E < 0 and the formula for E − U. `kineticCorrelation_eq_sq` gives the squared form.

The model stops short of a real system. The Lean theorems give the value and the sign of E − U. That this difference is a kinetic energy comes from the density-functional split of the correlation energy, not from the Lean file, which contains no many-electron state. Real systems also have many coupled excitations.

### How Lean checks the steps

`rpaMode_energy_and_fluctuation` follows the amplitude calculation. Its steps `h1` and `h2` are the two equations for w(X + Y)² and w(X − Y)², `hw` excludes w ≤ 0, and `hsq` is their product. `interactionEnergy_eq_fluctuation` then substitutes the fluctuation into the definition.

`excitationEnergy_bounds` compares squares, with `nlinarith` supplying the two polynomial inequalities. `hasDerivAt_correlationEnergy` differentiates the expression under the root, then the root, then the whole energy; `hpos` keeps the root away from zero. `integral_interactionEnergy` shows that U(l) is continuous on [0, 1] and applies the fundamental theorem of calculus. The final `simp` evaluates the endpoints, where E(0) = 0.

In the main theorem, `generalize` replaces the excitation energy by a letter `o`. From then on the square root plays no part: only the bounds D < o < D + K and the equation o² = D² + 2DK are left. The formula for E − U is `hkin`, its positivity is `hpos`, and `linarith` reads off both inequalities. The squared form follows by cross-multiplication and the same equation for o².

### A closer look at `linear_combination`

The formula for E − U rests on the line `linear_combination hsq - K * hdo`. After multiplication by 2o, the goal is an equation between two expressions in D, K, o and D/o. The tactic takes the stated combination of known equations, subtracts it from the goal, and asks `ring` to confirm that what remains is an identity.

Two facts go in. `hsq` is o² = D² + 2DK, the equation for the squared excitation energy. `hdo` is (D/o)·o = D, which `ring` cannot supply itself because it does not know that o is nonzero. The coefficients 1 and −K are what you would find by asking how often each fact is used in the derivation. The tactic does not search for them; it only checks that they work.
